# The Parry kernel as the decaying potential of a modulated Gaussian charge layer, with the zero mode as a limit

Let $z$ be the height above a plane, $g$ the magnitude of an in-plane wave vector, and $\eta$ the Ewald splitting parameter, an inverse length. All three are real numbers in the code, and no units are attached.

In Lean 4 with Mathlib:

```lean
import Mathlib

open Real Filter Topology

namespace ParryKernel

noncomputable section
```

The error function is normalised so that it tends to $1$ at large argument:

$$\operatorname{erf}(x)=\frac{2}{\sqrt\pi}\int_0^x e^{-t^2}\,dt .$$

```lean
/-- The error function, as a normalised Gaussian integral. -/
def erf (x : ℝ) : ℝ := 2 / √π * ∫ t in (0 : ℝ)..x, Real.exp (-t ^ 2)
```

Its complement is $\operatorname{erfc}(x)=1-\operatorname{erf}(x)$.

```lean
/-- The complementary error function. -/
def erfc (x : ℝ) : ℝ := 1 - erf x
```

The Parry kernel is $F=A+B$, with the two branches

$$A=e^{gz}\operatorname{erfc}\!\Big(\frac{g}{2\eta}+\eta z\Big),\qquad B=e^{-gz}\operatorname{erfc}\!\Big(\frac{g}{2\eta}-\eta z\Big).$$

```lean
/-- The Parry kernel at in-plane wave number `g`, height `z` and Ewald splitting `η`. -/
def parry (η g z : ℝ) : ℝ :=
  Real.exp (g * z) * erfc (g / (2 * η) + η * z) +
    Real.exp (-g * z) * erfc (g / (2 * η) - η * z)
```

Its slope along $z$ will turn out to be $g(A-B)$. This expression gets its own name.

```lean
/-- The closed form of the slope of the Parry kernel along `z`. -/
def parrySlope (η g z : ℝ) : ℝ :=
  g * (Real.exp (g * z) * erfc (g / (2 * η) + η * z) -
    Real.exp (-g * z) * erfc (g / (2 * η) - η * z))
```

The source is $S=\frac{4g\eta}{\sqrt\pi}\,G$, with $G=\exp\!\big(-\frac{g^2}{4\eta^2}-\eta^2z^2\big)$. In Gaussian units, a unit point charge smeared into a Gaussian $\propto e^{-\eta^2r^2}$ has the in-plane Fourier amplitude $\rho_g=\frac{\eta}{\sqrt\pi}G$, and its potential obeys $\phi_g''-g^2\phi_g=-4\pi\rho_g$. The kernel is this potential rescaled, $F=g\phi_g/\pi$, which is why $S$ carries a factor $g$. The layer meant here is this one Fourier mode: for $g>0$ its charge varies in the plane as a wave of wave number $g$.

```lean
/-- The Gaussian charge layer that acts as source at wave number `g`. -/
def source (η g z : ℝ) : ℝ :=
  4 * g * η / √π * Real.exp (-g ^ 2 / (4 * η ^ 2) - η ^ 2 * z ^ 2)
```

The boundary-value problem is a predicate on a function $u$: it satisfies $u''=g^2u-S$ and vanishes as $z\to\pm\infty$. The function `v` is the first derivative of `u`. Each `HasDerivAt` states that the derivative exists and gives its value, and `atTop` and `atBot` stand for $z\to+\infty$ and $z\to-\infty$. Nothing is required of `v` at infinity.

```lean
/-- The potential `u` obeys `u'' - g² u = -source` and vanishes far from the layer
on both sides. -/
def IsLayerPotential (η g : ℝ) (u : ℝ → ℝ) : Prop :=
  ∃ v : ℝ → ℝ, (∀ z, HasDerivAt u (v z) z) ∧
    (∀ z, HasDerivAt v (g ^ 2 * u z - source η g z) z) ∧
    Tendsto u atTop (𝓝 0) ∧ Tendsto u atBot (𝓝 0)
```

For the zero in-plane wave vector the quotient $F/g$ is replaced by

$$F_0(z)=-2z\operatorname{erf}(\eta z)-\frac{2}{\eta\sqrt\pi}e^{-\eta^2z^2}.$$

```lean
/-- The kernel of the zero in-plane wave vector. -/
def zeroMode (η z : ℝ) : ℝ :=
  -2 * z * erf (η * z) - 2 * Real.exp (-(η * z) ^ 2) / (η * √π)
```

The kernels $F$ and $F_0$ appear in the reciprocal-space part of Ewald sums for slabs that are periodic in two directions. What follows treats a single Fourier mode of a single Gaussian charge, without the lattice sum or the total energy.

## Slope and decay of erfc

By the fundamental theorem of calculus, $\operatorname{erfc}'(x)=-\frac{2}{\sqrt\pi}e^{-x^2}$.

```lean
/-- The slope of the complementary error function is a negative Gaussian. -/
theorem hasDerivAt_erfc (x : ℝ) :
    HasDerivAt erfc (-(2 / √π * Real.exp (-x ^ 2))) x := by
  have hc : Continuous fun t : ℝ => Real.exp (-t ^ 2) := by fun_prop
  exact ((hc.integral_hasStrictDerivAt 0 x).hasDerivAt.const_mul (2 / √π)).const_sub 1
```

Since $\int_0^\infty e^{-t^2}dt=\sqrt\pi/2$, the limit of $\operatorname{erfc}$ at $+\infty$ is $1-1=0$.

```lean
/-- The complementary error function vanishes at large argument. -/
theorem tendsto_erfc : Tendsto erfc atTop (𝓝 0) := by
  have hi : MeasureTheory.Integrable (fun t : ℝ => Real.exp (-t ^ 2)) := by
    simpa only [neg_mul, one_mul] using integrable_exp_neg_mul_sq (b := 1) one_pos
  have hv : ∫ t in Set.Ioi (0 : ℝ), Real.exp (-t ^ 2) = √π / 2 := by
    simpa only [neg_mul, one_mul, div_one] using integral_gaussian_Ioi 1
  have h := ((MeasureTheory.intervalIntegral_tendsto_integral_Ioi 0
    hi.integrableOn tendsto_id).const_mul (2 / √π)).const_sub 1
  have hs : √π ≠ 0 := (Real.sqrt_pos.2 Real.pi_pos).ne'
  have h1 : 2 / √π * (√π / 2) = 1 := by field_simp
  rw [hv, h1, sub_self] at h
  exact h
```

The decay arguments also use $e^{-kz}\to0$ for $k>0$.

```lean
/-- A decaying exponential vanishes at large argument. -/
theorem tendsto_exp_neg {k : ℝ} (hk : 0 < k) :
    Tendsto (fun z : ℝ => Real.exp (-k * z)) atTop (𝓝 0) :=
  Real.tendsto_exp_atBot.comp
    (tendsto_id.const_mul_atTop_of_neg (neg_lt_zero.2 hk))
```

The kernel multiplies $\operatorname{erfc}$ by a growing exponential, so a rate of decay is needed. For any $c>0$,

$$0\le\operatorname{erfc}(x)\le K_c\,e^{-cx},\qquad K_c=\frac{2}{\sqrt\pi\,c}e^{c^2/4}.$$

The lower bound holds because $\operatorname{erfc}$ decreases to $0$. For the upper bound, the gap $d(y)=K_ce^{-cy}-\operatorname{erfc}(y)$ has the derivative

$$d'(y)=\frac{2}{\sqrt\pi}\big(e^{-y^2}-e^{c^2/4-cy}\big)\le0,$$

because $(y-c/2)^2\ge0$. The gap therefore also decreases to $0$ and is never negative. In the code, `antitone_of_deriv_nonpos` supplies the monotonicity and `nlinarith` the inequality from the square.

```lean
/-- The complementary error function is nonnegative and lies below an exponential
of any chosen decay rate `c`. -/
theorem erfc_bounds {c : ℝ} (hc : 0 < c) (x : ℝ) :
    0 ≤ erfc x ∧ erfc x ≤ 2 / (√π * c) * Real.exp (c ^ 2 / 4) * Real.exp (-c * x) := by
  have hp : 0 ≤ 2 / √π := by positivity
  constructor
  · refine (antitone_of_deriv_nonpos (fun y => (hasDerivAt_erfc y).differentiableAt)
      (fun y => ?_)).le_of_tendsto tendsto_erfc x
    rw [(hasDerivAt_erfc y).deriv]
    exact neg_nonpos.2 (mul_nonneg hp (Real.exp_pos _).le)
  · -- the gap between the exponential and erfc decreases to zero
    have hd : ∀ y, HasDerivAt
        (fun y => 2 / (√π * c) * Real.exp (c ^ 2 / 4) * Real.exp (-c * y) - erfc y)
        (2 / √π * (Real.exp (-y ^ 2) - Real.exp (c ^ 2 / 4) * Real.exp (-c * y))) y := by
      intro y
      have h := ((((hasDerivAt_id' y).const_mul (-c)).exp).const_mul
        (2 / (√π * c) * Real.exp (c ^ 2 / 4))).fun_sub (hasDerivAt_erfc y)
      refine h.congr_deriv ?_
      have hcc : c⁻¹ * c = 1 := inv_mul_cancel₀ hc.ne'
      linear_combination
        (-(2 / √π) * Real.exp (c ^ 2 / 4) * Real.exp (-c * y)) * hcc
    have hl := ((tendsto_exp_neg hc).const_mul
      (2 / (√π * c) * Real.exp (c ^ 2 / 4))).sub tendsto_erfc
    rw [mul_zero, sub_zero] at hl
    refine sub_nonneg.1 ((antitone_of_deriv_nonpos
      (fun y => (hd y).differentiableAt) (fun y => ?_)).le_of_tendsto hl x)
    rw [(hd y).deriv, ← Real.exp_add]
    refine mul_nonpos_of_nonneg_of_nonpos hp (sub_nonpos.2 (Real.exp_le_exp.2 ?_))
    nlinarith [sq_nonneg (y - c / 2)]
```

## One formula for both branches

The product and chain rules give, for any real $p,a,b$,

$$\frac{d}{dx}\Big[e^{px}\operatorname{erfc}(a+bx)\Big]=p\,e^{px}\operatorname{erfc}(a+bx)-\frac{2b}{\sqrt\pi}e^{px-(a+bx)^2}.$$

The variable $x$ will be $z$ in the differential equation and $g$ in the limit at zero wave number.

```lean
/-- The derivative of an exponential times a shifted and scaled `erfc`. -/
theorem hasDerivAt_branch (p a b x : ℝ) :
    HasDerivAt (fun y => Real.exp (p * y) * erfc (a + b * y))
      (p * (Real.exp (p * x) * erfc (a + b * x)) -
        2 * b / √π * Real.exp (p * x - (a + b * x) ^ 2)) x := by
  have h1 := ((hasDerivAt_id' x).const_mul p).exp
  have h2 : HasDerivAt (fun y => erfc (a + b * y))
      (-(2 / √π * Real.exp (-(a + b * x) ^ 2)) * (b * 1)) x := by
    have hi : HasDerivAt (fun y => a + b * y) (b * 1) x :=
      ((hasDerivAt_id' x).const_mul b).const_add a
    have h3 := (hasDerivAt_erfc (a + b * x)).comp x hi
    exact h3
  refine (h1.fun_mul h2).congr_deriv ?_
  rw [sub_eq_add_neg (p * x), Real.exp_add]
  ring
```

The exponential bound gives

$$0\le e^{pz}\operatorname{erfc}(a+bz)\le K_c\,e^{-ca}\,e^{-(cb-p)z},$$

which vanishes as $z\to+\infty$ whenever $p<cb$. The coefficient $b$ may be negative.

```lean
/-- An exponential times `erfc` vanishes at large height if some exponential bound on
`erfc` outruns the growth rate `p`. -/
theorem tendsto_branch {p a b c : ℝ} (hc : 0 < c) (h : p < c * b) :
    Tendsto (fun z => Real.exp (p * z) * erfc (a + b * z)) atTop (𝓝 0) := by
  have hl := (tendsto_exp_neg (sub_pos.2 h)).const_mul
    (2 / (√π * c) * Real.exp (c ^ 2 / 4) * Real.exp (-c * a))
  rw [mul_zero] at hl
  refine squeeze_zero (fun z => mul_nonneg (Real.exp_pos _).le (erfc_bounds hc _).1)
    (fun z => ?_) hl
  have e : Real.exp (p * z) * Real.exp (-c * (a + b * z)) =
      Real.exp (-c * a) * Real.exp (-(c * b - p) * z) := by
    rw [← Real.exp_add, ← Real.exp_add]
    congr 1
    ring
  refine (mul_le_mul_of_nonneg_left (erfc_bounds hc _).2 (Real.exp_pos _).le).trans_eq ?_
  linear_combination (2 / (√π * c) * Real.exp (c ^ 2 / 4)) * e
```

## The differential equation

Completing the square gives both branches the same Gaussian exponent:

$$\pm gz-\Big(\frac{g}{2\eta}\pm\eta z\Big)^2=-\frac{g^2}{4\eta^2}-\eta^2z^2 .$$

Hence $A'=gA-\frac{2\eta}{\sqrt\pi}G$ and $B'=-gB+\frac{2\eta}{\sqrt\pi}G$. The Gaussians cancel in the sum and add in the difference:

$$F'=g(A-B),\qquad F''=g(A'-B')=g^2F-\frac{4g\eta}{\sqrt\pi}G .$$

In the code, `e1` and `e2` are the completed squares, and `b1` and `b2` are the derivatives of the branches. The equation holds for every real $g$ and every $\eta\neq0$.

```lean
/-- The Parry kernel has slope `parrySlope`, and its second derivative satisfies
`F'' = g² F - source`. -/
theorem parry_equation {η : ℝ} (hη : η ≠ 0) (g z : ℝ) :
    HasDerivAt (parry η g) (parrySlope η g z) z ∧
      HasDerivAt (parrySlope η g) (g ^ 2 * parry η g z - source η g z) z := by
  have h : g / (2 * η) * η = g / 2 := by field_simp
  -- completing the square gives both branches the same Gaussian
  have e1 : g * z - (g / (2 * η) + η * z) ^ 2 =
      -g ^ 2 / (4 * η ^ 2) - η ^ 2 * z ^ 2 := by linear_combination (-2 * z) * h
  have e2 : -g * z - (g / (2 * η) + -η * z) ^ 2 =
      -g ^ 2 / (4 * η ^ 2) - η ^ 2 * z ^ 2 := by linear_combination (2 * z) * h
  have b1 := hasDerivAt_branch g (g / (2 * η)) η z
  have b2 := hasDerivAt_branch (-g) (g / (2 * η)) (-η) z
  rw [e1] at b1
  rw [e2] at b2
  have hs : ∀ y, g / (2 * η) + -η * y = g / (2 * η) - η * y := fun y => by ring
  simp only [hs] at b2
  constructor
  · refine (b1.fun_add b2).congr_deriv ?_
    rw [parrySlope]
    ring
  · refine ((b1.fun_sub b2).const_mul g).congr_deriv ?_
    rw [parry, source]
    ring
```

## The only solution that vanishes on both sides

Let $\eta>0$ and $g>0$. The theorem says that $u$ solves the boundary-value problem if and only if $u=F$.

For existence, the decay of $F$ remains to be shown. As $z\to+\infty$, branch $A$ has $p=g$, $b=\eta$, and $c=2g/\eta$ gives $cb=2g>g$. Branch $B$ has $p=-g$, $b=-\eta$, and $c=g/(2\eta)$ gives $cb=-g/2>-g$. The other side follows from $F(g,-z)=F(g,z)$.

For uniqueness, let $w=u-F$ and $q=w'$, so that $q'=g^2w$. For $s=\pm g$,

$$\frac{d}{dz}\big[(q-sw)e^{sz}\big]=(g^2-s^2)\,w\,e^{sz}=0 .$$

This is `key`. It provides two constants:

$$\alpha=(q+gw)e^{-gz},\qquad \beta=(q-gw)e^{gz}.$$

Eliminating $q$ gives $\alpha=2g\,w\,e^{-gz}+\beta e^{-2gz}$, which tends to $0$ as $z\to+\infty$, so $\alpha=0$ (`hA`) and $q=-gw$. Then $\beta=-2g\,w\,e^{gz}$ tends to $0$ as $z\to-\infty$, so $\beta=0$ (`hB`) and $q=gw$. Together these give $w=0$.

The condition $g>0$ matters. At $g=0$ the source is zero and $u=0$ satisfies the predicate, but $F(0,z)=2$ for all $z$, so the equivalence fails.

```lean
/-- For positive `η` and `g`, the Parry kernel is the one and only potential of the
Gaussian layer that vanishes on both sides. -/
theorem isLayerPotential_iff {η g : ℝ} (hη : 0 < η) (hg : 0 < g) (u : ℝ → ℝ) :
    IsLayerPotential η g u ↔ u = parry η g := by
  have hF := parry_equation hη.ne' g
  have h2 : g / (2 * η) * η = g / 2 := by field_simp
  have ht : Tendsto (parry η g) atTop (𝓝 0) := by
    have t1 := tendsto_branch (p := g) (a := g / (2 * η)) (b := η) (c := 2 * g / η)
      (by positivity) (by rw [div_mul_cancel₀ _ hη.ne']; linarith)
    have t2 := tendsto_branch (p := -g) (a := g / (2 * η)) (b := -η) (c := g / (2 * η))
      (by positivity) (by rw [mul_neg, h2]; linarith)
    have t := t1.add t2
    rw [add_zero] at t
    exact t.congr fun z => by simp only [parry, neg_mul, sub_eq_add_neg]
  have hb : Tendsto (parry η g) atBot (𝓝 0) := by
    refine (ht.comp tendsto_neg_atBot_atTop).congr fun z => ?_
    simp only [Function.comp_apply, parry]
    refine (add_comm _ _).trans ?_
    congr 3 <;> ring
  constructor
  · rintro ⟨v, hu, hv, hut, hub⟩
    -- the difference `w` of two solutions obeys `w'' = g² w`
    obtain ⟨w, hw⟩ : ∃ w : ℝ → ℝ, w = fun z => u z - parry η g z := ⟨_, rfl⟩
    obtain ⟨q, hq⟩ : ∃ q : ℝ → ℝ, q = fun z => v z - parrySlope η g z := ⟨_, rfl⟩
    have dw : ∀ z, HasDerivAt w (q z) z := fun z => by
      rw [hw, hq]
      exact (hu z).fun_sub (hF z).1
    have dq : ∀ z, HasDerivAt q (g ^ 2 * w z) z := fun z => by
      rw [hw, hq]
      exact ((hv z).fun_sub (hF z).2).congr_deriv (by ring)
    have wt : Tendsto w atTop (𝓝 0) := by
      rw [hw]
      simpa only [sub_zero] using hut.sub ht
    have wb : Tendsto w atBot (𝓝 0) := by
      rw [hw]
      simpa only [sub_zero] using hub.sub hb
    have key : ∀ s : ℝ, s ^ 2 = g ^ 2 → ∀ z,
        (q z - s * w z) * Real.exp (s * z) = q 0 - s * w 0 := by
      intro s hs z
      have d : ∀ y, HasDerivAt (fun y => (q y - s * w y) * Real.exp (s * y)) 0 y :=
        fun y => (((dq y).fun_sub ((dw y).const_mul s)).fun_mul
          ((hasDerivAt_id' y).const_mul s).exp).congr_deriv (by
            linear_combination (-(w y) * Real.exp (s * y)) * hs)
      have hc := is_const_of_deriv_eq_zero (fun y => (d y).differentiableAt)
        (fun y => (d y).deriv) z 0
      simpa only [mul_zero, Real.exp_zero, mul_one] using hc
    have kB := key g rfl
    have kA := key (-g) (by ring)
    -- decay above the layer removes the growing exponential
    have hA : q 0 - -g * w 0 = 0 := by
      have e := tendsto_exp_neg hg
      have l := ((wt.mul e).const_mul (2 * g)).add
        ((e.mul e).const_mul (q 0 - g * w 0))
      simp only [mul_zero, add_zero] at l
      refine tendsto_nhds_unique (tendsto_const_nhds.congr fun z => ?_) l
      have hE : Real.exp (-g * z) * Real.exp (g * z) = 1 := by
        rw [← Real.exp_add, neg_mul, neg_add_cancel, Real.exp_zero]
      linear_combination -(kA z) + Real.exp (-g * z) ^ 2 * kB z -
        (q z - g * w z) * Real.exp (-g * z) * hE
    have hq' : ∀ z, q z = -g * w z := fun z => by
      have h := kA z
      rw [hA] at h
      exact sub_eq_zero.1 ((mul_eq_zero.1 h).resolve_right (Real.exp_pos _).ne')
    -- decay below the layer removes the other one
    have hB : q 0 - g * w 0 = 0 := by
      have e : Tendsto (fun z : ℝ => Real.exp (g * z)) atBot (𝓝 0) :=
        Real.tendsto_exp_atBot.comp (tendsto_id.const_mul_atBot hg)
      have l := (wb.mul e).const_mul (-2 * g)
      simp only [mul_zero] at l
      refine tendsto_nhds_unique (tendsto_const_nhds.congr fun z => ?_) l
      linear_combination -(kB z) + Real.exp (g * z) * hq' z
    funext z
    have h := kB z
    rw [hB] at h
    have h0 := (mul_eq_zero.1 h).resolve_right (Real.exp_pos _).ne'
    have h3 : g * w z = 0 := by linarith [hq' z]
    have h4 := (mul_eq_zero.1 h3).resolve_left hg.ne'
    rw [hw] at h4
    exact sub_eq_zero.1 h4
  · rintro rfl
    exact ⟨parrySlope η g, fun z => (hF z).1, fun z => (hF z).2, ht, hb⟩
```

## The limit at zero wave number

Let $\eta>0$ again. Because $\operatorname{erf}$ is odd, $F(0,z)=\operatorname{erfc}(\eta z)+\operatorname{erfc}(-\eta z)=2$. The quotient $(F-2)/g$ is therefore a difference quotient in $g$, and its limit is the $g$-derivative at $0$. The branch formula, with $p=\pm z$, $a=\pm\eta z$ and $b=1/(2\eta)$, gives

$$\partial_gF\big|_{g=0}=z\big[\operatorname{erfc}(\eta z)-\operatorname{erfc}(-\eta z)\big]-\frac{2}{\eta\sqrt\pi}e^{-\eta^2z^2}=F_0(z).$$

The limit is taken at each fixed $z$, with $g$ approaching $0$ from both sides through nonzero values (`𝓝[≠] 0`). In the physical potential $\pi F/g$, the subtracted term is $2\pi/g$, which does not depend on $z$. In a sum over the charges of a neutral cell it cancels if the in-plane phase factors of the charges are all set to $1$, as they are at zero wave vector.

Far above the layer,

$$F_0(z)+2z=2z\operatorname{erfc}(\eta z)-\frac{2}{\eta\sqrt\pi}e^{-\eta^2z^2}\to0 .$$

The first term vanishes because $0\le z\operatorname{erfc}(\eta z)\le e^{z}\operatorname{erfc}(\eta z)$ for $z\ge0$, and the right-hand side decays by the branch estimate with $c=2/\eta$. After multiplication by $\pi$, the asymptote $-2z$ is the linear potential $-2\pi z$ of a sheet with unit charge per area.

```lean
/-- As `g` tends to zero, `(F - 2) / g` tends to the zero mode, which approaches `-2 z`
far above the layer. -/
theorem zeroMode_limit {η : ℝ} (hη : 0 < η) :
    (∀ z, Tendsto (fun g => (parry η g z - 2) / g) (𝓝[≠] 0) (𝓝 (zeroMode η z))) ∧
      Tendsto (fun z => zeroMode η z + 2 * z) atTop (𝓝 0) := by
  constructor
  · intro z
    have hodd : ∀ x, erf (-x) = -erf x := fun x => by
      have h := intervalIntegral.integral_comp_neg (a := 0) (b := x)
        (fun t : ℝ => Real.exp (-t ^ 2))
      simp only [neg_sq, neg_zero] at h
      unfold erf
      rw [intervalIntegral.integral_symm (-x) 0, ← h]
      ring
    have h0 : parry η 0 z = 2 := by
      simp only [parry, erfc, zero_div, neg_zero, zero_mul, Real.exp_zero, zero_add,
        zero_sub, hodd]
      ring
    -- the limit is the derivative of the kernel in `g` at zero
    have hd : HasDerivAt (fun g => parry η g z) (zeroMode η z) 0 := by
      have hf : (fun g => parry η g z) = fun g =>
          Real.exp (z * g) * erfc (η * z + 1 / (2 * η) * g) +
            Real.exp (-z * g) * erfc (-(η * z) + 1 / (2 * η) * g) := by
        funext g
        simp only [parry]
        congr 3 <;> ring
      rw [hf]
      refine ((hasDerivAt_branch z (η * z) (1 / (2 * η)) 0).fun_add
        (hasDerivAt_branch (-z) (-(η * z)) (1 / (2 * η)) 0)).congr_deriv ?_
      simp only [mul_zero, add_zero, Real.exp_zero, zero_sub, neg_sq, erfc, hodd, zeroMode]
      ring
    refine (hasDerivAt_iff_tendsto_slope.1 hd).congr fun g => ?_
    rw [slope_def_field, h0, sub_zero]
  · have h1 : Tendsto (fun z => z * erfc (η * z)) atTop (𝓝 0) := by
      refine squeeze_zero' ((eventually_ge_atTop 0).mono fun z hz =>
        mul_nonneg hz (erfc_bounds one_pos _).1) (Eventually.of_forall fun z => ?_)
        (tendsto_branch (p := 1) (a := 0) (b := η) (c := 2 / η) (by positivity)
          (by rw [div_mul_cancel₀ _ hη.ne']; norm_num))
      rw [one_mul, zero_add]
      exact mul_le_mul_of_nonneg_right (by linarith [Real.add_one_le_exp z])
        (erfc_bounds one_pos _).1
    have h2 : Tendsto (fun z : ℝ => Real.exp (-(η * z) ^ 2)) atTop (𝓝 0) :=
      Real.tendsto_exp_atBot.comp (tendsto_neg_atTop_atBot.comp
        ((tendsto_pow_atTop two_ne_zero).comp (tendsto_id.const_mul_atTop hη)))
    have h := (h1.const_mul 2).sub (h2.const_mul (2 / (η * √π)))
    simp only [mul_zero, sub_zero] at h
    refine h.congr fun z => ?_
    simp only [zeroMode, erfc]
    ring

end

end ParryKernel
```

```lean
#print axioms ParryKernel.isLayerPotential_iff
#print axioms ParryKernel.zeroMode_limit
```

```
'ParryKernel.isLayerPotential_iff' depends on axioms: [propext, Classical.choice, Quot.sound]
'ParryKernel.zeroMode_limit' depends on axioms: [propext, Classical.choice, Quot.sound]
```
